# The action of finitely many real modes coupled linearly to one further mode is half the quadratic form of their block coupling matrix

The declaration concerns finitely many real modes `x`, with a real coupling matrix `A`, and one further real mode `y` of stiffness `d`, coupled to them linearly through the vector `b`. It states that the quadratic action (x·Ax + 2y(b·x) + dy²)/2 equals half the quadratic form of the block matrix with blocks `A`, `b`, `b` transposed and `d`, evaluated on the combined vector (x, y). Neither symmetry of `A` nor positivity of `A` or `d` is assumed. The attempt first expands the block form in `h2`, keeping the two cross terms apart, then uses `h1` to write one of them as y(b·x), and finishes by algebra.

As first written in Lean, the proof fails:

```lean
import Mathlib

open Matrix MeasureTheory

namespace GaussianModeElimination

noncomputable section

variable {n : Type*}

/-- The coupling matrix of the retained modes together with one further mode of stiffness `d`,
coupled to them through `b`. -/
def coupledMatrix (A : Matrix n n ℝ) (b : n → ℝ) (d : ℝ) : Matrix (n ⊕ Unit) (n ⊕ Unit) ℝ :=
  Matrix.fromBlocks A (Matrix.of fun i _ => b i) (Matrix.of fun _ j => b j)
    (Matrix.of fun _ _ => d)

variable [Fintype n]

/-- The quadratic action of retained modes `x` and a single mode `y`. -/
def jointAction (A : Matrix n n ℝ) (b : n → ℝ) (d : ℝ) (x : n → ℝ) (y : ℝ) : ℝ :=
  (x ⬝ᵥ A *ᵥ x + 2 * y * (b ⬝ᵥ x) + d * y ^ 2) / 2

/-- The joint action is half the quadratic form of the coupled matrix. -/
theorem jointAction_eq_coupledMatrix (A : Matrix n n ℝ) (b x : n → ℝ) (d y : ℝ) :
    jointAction A b d x y =
      (Sum.elim x (fun _ => y) ⬝ᵥ coupledMatrix A b d *ᵥ Sum.elim x (fun _ => y)) / 2 := by
  have h1 : ∑ i, x i * (b i * y) = y * (b ⬝ᵥ x) := by
    rw [dotProduct, Finset.mul_sum]
    exact Finset.sum_congr rfl fun i _ => by ring
  have h2 : Sum.elim x (fun _ => y) ⬝ᵥ coupledMatrix A b d *ᵥ Sum.elim x (fun _ => y) =
      x ⬝ᵥ A *ᵥ x + ∑ i, x i * (b i * y) + y * (b ⬝ᵥ x + d * y) := by
    simp [coupledMatrix, dotProduct, mulVec, Fintype.sum_sum_type, mul_add,
      Finset.sum_add_distrib]
  rw [h2, h1, jointAction]
  ring

end

end GaussianModeElimination
```

Messages:

```
Main.lean:31:67: error: unsolved goals
n : Type u_1
inst✝ : Fintype n
A : Matrix n n ℝ
b x : n → ℝ
d y : ℝ
h1 : ∑ i, x i * (b i * y) = y * b ⬝ᵥ x
⊢ ∑ a₁, x a₁ * ∑ a₁_1, A a₁ a₁_1 * x a₁_1 + y * ∑ a₁, b a₁ * x a₁ + (∑ a₁, x a₁ * (b a₁ * y) + y * (d * y)) =
    ∑ a₁, x a₁ * ∑ a₁_1, A a₁ a₁_1 * x a₁_1 + ∑ i, x i * (b i * y) + (y * ∑ i, b i * x i + y * (d * y))
```

The change, after which it compiles:

```diff
@@ -32,4 +32,5 @@
     simp [coupledMatrix, dotProduct, mulVec, Fintype.sum_sum_type, mul_add,
       Finset.sum_add_distrib]
+    ring
   rw [h2, h1, jointAction]
   ring
```

Diagnosis. The message "unsolved goals" means that the `simp` call in the proof of `h2` made progress but left an equation unproved. Both sides of that equation contain the same four terms: the quadratic form of `A`, the two cross terms, and `y * (d * y)`. They differ only in order and grouping: on the left `y * ∑ a₁, b a₁ * x a₁` comes before the sum of `x a₁ * (b a₁ * y)`, and on the right it comes after.

The lemmas given to `simp` unfold the products and distribute multiplication and sums over addition, but they did not bring the two sums of terms to a common order, so the sides never became identical.

The added `ring` closes the goal, since it proves equalities that follow from the commutative ring laws, here the commutativity and associativity of addition. It can treat the finite sums as single quantities, so nothing further need be proved about them.
